# Modes at the upper band edge of a monatomic chain: an alternating sign times a linear envelope

In an infinite chain of equal masses $m$ joined by harmonic springs of constant $K>0$ between nearest neighbours only, at an angular frequency $w$ with $mw^2=4K$, the real amplitude patterns solving the equation of motion are exactly $u_n=(-1)^n(A+Bn)$, with $n$ the site index and $A,B$ real constants. Such a pattern is bounded exactly when $B=0$.

```lean
import Mathlib

namespace MonatomicChainBandEdge
```

## The chain and its equation of motion

Atom $n\in\mathbb Z$ obeys $m\ddot x_n=K(x_{n+1}+x_{n-1}-2x_n)$. Inserting $x_n(t)=u_n\cos(wt)$ gives

$$-mw^2u_n=K(u_{n+1}+u_{n-1}-2u_n).$$

`IsMode m K w u` demands this at every site, with `u : ℤ → ℝ` the real amplitudes; the chain at rest counts as a mode. The model has equal masses, nearest-neighbour springs and no ends.

```lean
/-- The displacement pattern `u` solves the equation of motion of a chain of masses `m` and
springs `K` oscillating at frequency `w`. -/
def IsMode (m K w : ℝ) (u : ℤ → ℝ) : Prop :=
  ∀ n : ℤ, -m * w ^ 2 * u n = K * (u (n + 1) + u (n - 1) - 2 * u n)
```

`IsBoundedPattern u` asks for one constant $C$ with $|u_n|\le C$ at all sites.

```lean
/-- The absolute values of all displacements are at most one common constant. -/
def IsBoundedPattern (u : ℤ → ℝ) : Prop :=
  ∃ C : ℝ, ∀ n : ℤ, |u n| ≤ C
```

## (a) The sign one site to the right

Show that $(-1)^{n+1}=-(-1)^n$ for every integer $n$.

Split off one factor $-1$. This also works for negative exponents, because $-1\neq0$.

```lean
private lemma sign_succ (n : ℤ) : (-1 : ℝ) ^ (n + 1) = -(-1 : ℝ) ^ n := by
  rw [zpow_add_one₀ (by norm_num)]
  ring
```

## (b) The sign one site to the left

Show that $(-1)^{n-1}=-(-1)^n$.

Part (a) at $n-1$ reads $(-1)^n=-(-1)^{n-1}$; change both signs.

```lean
private lemma sign_pred (n : ℤ) : (-1 : ℝ) ^ (n - 1) = -(-1 : ℝ) ^ n := by
  have h := sign_succ (n - 1)
  rw [sub_add_cancel] at h
  linarith
```

## (c) The square of the sign

Show that $(-1)^n(-1)^n=1$.

The product is $((-1)(-1))^n=1^n=1$.

```lean
private lemma sign_sq (n : ℤ) : (-1 : ℝ) ^ n * (-1 : ℝ) ^ n = 1 := by
  rw [← mul_zpow]
  norm_num
```

## (d) The modulus of the sign

Show that $|(-1)^n|=1$.

By (c) the number squares to one, so it is $1$ or $-1$.

```lean
private lemma sign_abs (n : ℤ) : |(-1 : ℝ) ^ n| = 1 := by
  rcases mul_self_eq_one_iff.mp (sign_sq n) with h | h <;> rw [h] <;> norm_num
```

## (e) Vanishing second difference

Show that $v_{n+1}+v_{n-1}-2v_n=0$ for all $n$ if and only if $v_n=A+Bn$ for some real $A,B$.

The condition says $v_{n+1}-v_n=v_n-v_{n-1}$, so every increment equals $B=v_1-v_0$. Starting from $A=v_0$, each step right adds $B$ and each step left subtracts it, hence $v_n=A+Bn$. Conversely, $A+B(n+1)+A+B(n-1)-2(A+Bn)=0$.

Lean uses `Int.induction_on` twice, first for the constant increment `d`, then for the sum; each induction runs in both directions.

```lean
/-- A sequence on the integers has vanishing second difference exactly when it is affine
in the site index. -/
theorem second_difference_zero_iff (v : ℤ → ℝ) :
    (∀ n : ℤ, v (n + 1) + v (n - 1) - 2 * v n = 0) ↔
      ∃ A B : ℝ, ∀ n : ℤ, v n = A + B * n := by
  constructor
  · intro h
    -- the increment between neighbours is the same everywhere
    have d : ∀ n : ℤ, v (n + 1) - v n = v 1 - v 0 := by
      intro n
      refine Int.induction_on n ?_ ?_ ?_
      · simp
      · intro i ih
        have e := h ((i : ℤ) + 1)
        rw [add_sub_cancel_right] at e
        linarith
      · intro i ih
        have e := h (-(i : ℤ))
        rw [sub_add_cancel]
        linarith
    -- summing the increments in both directions
    refine ⟨v 0, v 1 - v 0, fun n => ?_⟩
    refine Int.induction_on n ?_ ?_ ?_
    · simp
    · intro i ih
      have e := d (i : ℤ)
      push_cast at ih ⊢
      linear_combination ih + e
    · intro i ih
      have e := d (-(i : ℤ) - 1)
      rw [sub_add_cancel] at e
      push_cast at ih ⊢
      linear_combination ih - e
  · rintro ⟨A, B, h⟩ n
    rw [h (n + 1), h (n - 1), h n]
    push_cast
    ring
```

## (f) Removing the alternating sign

Let $mw^2=4K$. Show that $u$ is a mode if and only if, for all $n$,

$$(-1)^{n+1}u_{n+1}+(-1)^{n-1}u_{n-1}-2(-1)^nu_n=0.$$

The equation of motion becomes $K(u_{n+1}+u_{n-1}+2u_n)=0$, and $K$ can be divided out. With $s=(-1)^n$, parts (a) and (b) turn the left side above into $-s(u_{n+1}+u_{n-1}+2u_n)$. Since $s^2=1$, the two expressions vanish together. In the proof, `generalize` introduces $s$ and `linear_combination` checks this algebra.

```lean
/-- At `m w² = 4K`, a pattern is a mode exactly when its staggered version `(-1)^n u_n`
has vanishing second difference. -/
theorem isMode_iff_staggered {m K w : ℝ} (hK : 0 < K) (hw : m * w ^ 2 = 4 * K)
    (u : ℤ → ℝ) :
    IsMode m K w u ↔ ∀ n : ℤ, (-1 : ℝ) ^ (n + 1) * u (n + 1)
      + (-1 : ℝ) ^ (n - 1) * u (n - 1) - 2 * ((-1 : ℝ) ^ n * u n) = 0 := by
  constructor
  · intro h n
    have e : K * (u (n + 1) + u (n - 1) + 2 * u n) = 0 := by
      linear_combination -(h n) - u n * hw
    have e' := (mul_eq_zero.mp e).resolve_left hK.ne'
    rw [sign_succ, sign_pred]
    generalize (-1 : ℝ) ^ n = s
    linear_combination -s * e'
  · intro h n
    have e := h n
    have hs := sign_sq n
    rw [sign_succ, sign_pred] at e
    generalize (-1 : ℝ) ^ n = s at e hs
    have e' : u (n + 1) + u (n - 1) + 2 * u n = 0 := by
      linear_combination -s * e - (u (n + 1) + u (n - 1) + 2 * u n) * hs
    linear_combination -K * e' - u n * hw
```

## (g) All solutions at the band edge

Let $mw^2=4K$. Show that $u$ is a mode if and only if $u_n=(-1)^n(A+Bn)$ for some real $A,B$.

By (f) and (e), being a mode means $(-1)^nu_n=A+Bn$. Multiply by $(-1)^n$ and use (c); the same step leads back.

The hypothesis $K>0$ matters: for $K=0$ the equation reads $0=0$, and a single displaced atom solves it without having this form.

```lean
/-- At `m w² = 4K`, the solutions of the equation of motion are exactly the patterns
`u_n = (-1)^n (A + B n)` with real `A` and `B`. -/
theorem band_edge_solutions {m K w : ℝ} (hK : 0 < K) (hw : m * w ^ 2 = 4 * K)
    (u : ℤ → ℝ) :
    IsMode m K w u ↔ ∃ A B : ℝ, ∀ n : ℤ, u n = (-1 : ℝ) ^ n * (A + B * n) := by
  rw [isMode_iff_staggered hK hw]
  refine (second_difference_zero_iff (fun n : ℤ => (-1 : ℝ) ^ n * u n)).trans ?_
  -- the sign squares to one, so it can be moved to the other side
  constructor
  · rintro ⟨A, B, h⟩
    refine ⟨A, B, fun n => ?_⟩
    have e : (-1 : ℝ) ^ n * u n = A + B * n := h n
    have hs := sign_sq n
    generalize (-1 : ℝ) ^ n = s at e hs ⊢
    linear_combination s * e - u n * hs
  · rintro ⟨A, B, h⟩
    refine ⟨A, B, fun n => ?_⟩
    have e := h n
    have hs := sign_sq n
    show (-1 : ℝ) ^ n * u n = A + B * n
    generalize (-1 : ℝ) ^ n = s at e hs ⊢
    linear_combination s * e + (A + B * n) * hs
```

## (h) Which patterns stay bounded

For $u_n=(-1)^n(A+Bn)$, show that $u$ is bounded if and only if $B=0$.

By (d), $|u_n|=|A+Bn|$. If $B=0$, the bound is $|A|$. Suppose $|u_n|\le C$ for all $n$. If $B>0$, a natural number $k>(C-A)/B$ gives $A+Bk>C$; if $B<0$, one with $k>(-C-A)/B$ gives $A+Bk<-C$. Both are contradictions, and Lean treats the same two cases.

```lean
/-- A pattern `u_n = (-1)^n (A + B n)` is bounded exactly when `B = 0`. -/
theorem bounded_iff_slope_zero {u : ℤ → ℝ} {A B : ℝ}
    (hu : ∀ n : ℤ, u n = (-1 : ℝ) ^ n * (A + B * n)) :
    IsBoundedPattern u ↔ B = 0 := by
  have habs : ∀ n : ℤ, |u n| = |A + B * n| := fun n => by
    rw [hu n, abs_mul, sign_abs, one_mul]
  constructor
  · rintro ⟨C, hC⟩
    by_contra hB
    -- far enough along the chain the linear envelope passes any bound
    rcases lt_or_gt_of_ne hB with hneg | hpos
    · obtain ⟨k, hk⟩ := exists_nat_gt ((-C - A) / B)
      rw [div_lt_iff_of_neg hneg] at hk
      have h := hC (k : ℤ)
      rw [habs, Int.cast_natCast] at h
      linarith [(abs_le.mp h).1]
    · obtain ⟨k, hk⟩ := exists_nat_gt ((C - A) / B)
      rw [div_lt_iff₀ hpos] at hk
      have h := hC (k : ℤ)
      rw [habs, Int.cast_natCast] at h
      linarith [(abs_le.mp h).2]
  · intro hB
    refine ⟨|A|, fun n => ?_⟩
    rw [habs, hB, zero_mul, add_zero]
```

## (i) The bounded modes

Let $mw^2=4K$. Show that the bounded modes are exactly $u_n=(-1)^nA$.

Part (g) supplies $A,B$, and (h) sets $B=0$. Conversely, take $B=0$ in both. For $A\neq0$ this is the displacement pattern of the chain's zone-boundary phonon, in which neighbours move in antiphase.

```lean
/-- At `m w² = 4K`, the bounded modes are exactly the alternating patterns
`u_n = (-1)^n A`. -/
theorem bounded_band_edge_modes {m K w : ℝ} (hK : 0 < K) (hw : m * w ^ 2 = 4 * K)
    (u : ℤ → ℝ) :
    (IsMode m K w u ∧ IsBoundedPattern u) ↔ ∃ A : ℝ, ∀ n : ℤ, u n = (-1 : ℝ) ^ n * A := by
  constructor
  · rintro ⟨h, hb⟩
    obtain ⟨A, B, hu⟩ := (band_edge_solutions hK hw u).mp h
    have hB := (bounded_iff_slope_zero hu).mp hb
    refine ⟨A, fun n => ?_⟩
    rw [hu n, hB, zero_mul, add_zero]
  · rintro ⟨A, h⟩
    have hu : ∀ n : ℤ, u n = (-1 : ℝ) ^ n * (A + 0 * n) := fun n => by
      rw [h n, zero_mul, add_zero]
    exact ⟨(band_edge_solutions hK hw u).mpr ⟨A, 0, hu⟩, (bounded_iff_slope_zero hu).mpr rfl⟩
```

## (j) Zero frequency

Show that at $w=0$ the modes are exactly $u_n=A+Bn$.

The left side of the equation of motion vanishes; divide by $K$ and apply (e). Here $A$ shifts the whole chain rigidly, and $B$ changes every spacing between neighbours by the same amount.

```lean
/-- At zero frequency the solutions are exactly the patterns `u_n = A + B n`. -/
theorem zero_frequency_solutions {m K : ℝ} (hK : 0 < K) (u : ℤ → ℝ) :
    IsMode m K 0 u ↔ ∃ A B : ℝ, ∀ n : ℤ, u n = A + B * n := by
  rw [← second_difference_zero_iff]
  constructor
  · intro h n
    have e : K * (u (n + 1) + u (n - 1) - 2 * u n) = 0 := by
      linear_combination -(h n)
    exact (mul_eq_zero.mp e).resolve_left hK.ne'
  · intro h n
    linear_combination -K * h n
```

## (k) Above the band

Let $mw^2>4K$ and let $u$ be a bounded mode. Show that $u_n=0$ for all $n$.

Let $S=\sup_n|u_n|$. From $(mw^2-2K)u_n=-K(u_{n+1}+u_{n-1})$ and $mw^2-2K>0$,

$$(mw^2-2K)|u_n|\le2KS.$$

This is `step`. Taking the supremum with `ciSup_le` gives $(mw^2-4K)S\le0$, so $S\le0$ and every $u_n$ vanishes.

Without boundedness this fails: at $mw^2=\tfrac92K$, $u_n=(-2)^n$ is a nonzero mode.

```lean
/-- For `m w² > 4K`, every bounded solution vanishes at every site. -/
theorem no_bounded_mode_above_band {m K w : ℝ} (hK : 0 < K) (hw : 4 * K < m * w ^ 2)
    {u : ℤ → ℝ} (h : IsMode m K w u) (hb : IsBoundedPattern u) (n : ℤ) : u n = 0 := by
  obtain ⟨C, hC⟩ := hb
  have hbdd : BddAbove (Set.range fun k : ℤ => |u k|) :=
    ⟨C, by rintro _ ⟨k, rfl⟩; exact hC k⟩
  -- `S` is the supremum of `|u k|` along the chain
  obtain ⟨S, hSdef⟩ : ∃ S : ℝ, S = ⨆ k : ℤ, |u k| := ⟨_, rfl⟩
  have hS : ∀ k : ℤ, |u k| ≤ S := fun k => by
    rw [hSdef]
    exact le_ciSup hbdd k
  have hp : 0 < m * w ^ 2 - 2 * K := by linarith
  -- the equation of motion bounds each amplitude by those of its neighbours
  have step : ∀ k : ℤ, |u k| ≤ 2 * K * S / (m * w ^ 2 - 2 * K) := by
    intro k
    rw [le_div_iff₀ hp]
    have a := abs_le.mp (hS (k + 1))
    have b := abs_le.mp (hS (k - 1))
    have a1 := mul_le_mul_of_nonneg_left a.1 hK.le
    have a2 := mul_le_mul_of_nonneg_left a.2 hK.le
    have b1 := mul_le_mul_of_nonneg_left b.1 hK.le
    have b2 := mul_le_mul_of_nonneg_left b.2 hK.le
    have e := h k
    rcases abs_cases (u k) with ⟨q, _⟩ | ⟨q, _⟩ <;> rw [q] <;> nlinarith
  have hle : S ≤ 2 * K * S / (m * w ^ 2 - 2 * K) := by
    conv_lhs => rw [hSdef]
    exact ciSup_le step
  rw [le_div_iff₀ hp] at hle
  have hS0 : S ≤ 0 := by
    by_contra hc
    have hmul := mul_pos (not_le.mp hc) (sub_pos.mpr hw)
    nlinarith
  exact abs_nonpos_iff.mp ((hS n).trans hS0)

end MonatomicChainBandEdge
```

```lean
#print axioms MonatomicChainBandEdge.bounded_band_edge_modes
#print axioms MonatomicChainBandEdge.zero_frequency_solutions
#print axioms MonatomicChainBandEdge.no_bounded_mode_above_band
```

```
'MonatomicChainBandEdge.bounded_band_edge_modes' depends on axioms: [propext, Classical.choice, Quot.sound]
'MonatomicChainBandEdge.zero_frequency_solutions' depends on axioms: [propext, Classical.choice, Quot.sound]
'MonatomicChainBandEdge.no_bounded_mode_above_band' depends on axioms: [propext, Classical.choice, Quot.sound]
```
